# For b > 0, the parabolas a x² and b (x − 1)² + dG meet at a real x exactly when a b + (a − b) dG ≥ 0

For force constants a, b > 0 and any real energy offset dG, the reactant curve a x² and the product curve b (x − 1)² + dG have a common real point if and only if

a b + (a − b) dG ≥ 0.

In a Marcus-type electron-transfer model with one coordinate and two harmonic diabatic curves, this decides whether the curves have a common point from which an activation energy can be read.

The coordinate x is dimensionless, with the reactant minimum at 0 and the product minimum at 1. The constants a and b are therefore energies: each is the rise of its own curve from its minimum to the position of the other minimum. There is no factor ½ in the parabolas, so what is called a force constant here is half the second derivative of its curve. The offset dG is the product's minimum energy minus the reactant's. Electronic coupling, anharmonicity and reaction rates are not part of the model.

```lean
import Mathlib

namespace AsymmetricMarcusCrossing

noncomputable section
```

Write R(x) = a x² for the reactant curve, which is `reactant a x` in Lean.

```lean
/-- Diabatic energy of the reactant: the parabola `a x²`, centred at `0`. -/
def reactant (a x : ℝ) : ℝ := a * x ^ 2
```

Write P(x) = b (x − 1)² + dG for the product curve, `product b dG x`.

```lean
/-- Diabatic energy of the product: the parabola `b (x - 1)²`, centred at `1` and shifted in energy
by `dG`. -/
def product (b dG x : ℝ) : ℝ := b * (x - 1) ^ 2 + dG
```

The combination D = a b + (a − b) dG is named `crossingDisc a b dG`. All parameters are real numbers, and conditions on their signs appear only as hypotheses of the individual theorems.

```lean
/-- The crossing discriminant `a b + (a - b) dG` of the two diabatic curves. -/
def crossingDisc (a b dG : ℝ) : ℝ := a * b + (a - b) * dG
```

## (a) Completing the square in the energy gap

Show that for all real a, b, dG and x

(a − b)(R(x) − P(x)) = ((a − b)x + b)² − D.

Expanding the gap gives

R(x) − P(x) = (a − b)x² + 2b x − (b + dG).

Multiply by a − b and complete the square:

(a − b)²x² + 2b(a − b)x − (a − b)(b + dG) = ((a − b)x + b)² − b² − (a − b)(b + dG).

The constants subtracted from the square add up to b² + a b − b² + (a − b) dG = D. In Lean, `ring` does this expansion once the definitions are unfolded.

```lean
/-- The energy gap between the curves, multiplied by the difference of the force constants,
is a perfect square minus the crossing discriminant. -/
theorem gap_identity (a b dG x : ℝ) :
    (a - b) * (reactant a x - product b dG x)
      = ((a - b) * x + b) ^ 2 - crossingDisc a b dG := by
  unfold reactant product crossingDisc
  ring
```

## (b) A crossing point that survives equal force constants

Let b > 0 and D ≥ 0. Show that R(x) = P(x) at

x = (b + dG)/(b + √D).

Put s = √D, so that s² = D and b + s > 0. Then

(a − b)(b + dG) = D − b² = (s − b)(s + b),

and division by b + s gives (a − b)x = s − b. Insert this into the expanded gap:

R(x) − P(x) = x(s − b) + 2b x − (b + dG) = x(b + s) − (b + dG) = 0.

No step divides by a − b, so a = b is included. In the proof, `hx` is the equation x(b + s) = b + dG, `h1` is (a − b)x = s − b, and the last `linear_combination` is the final insertion.

```lean
/-- If `b > 0` and the crossing discriminant is nonnegative, the curves meet at `x = (b + dG) / (b +
√D)`, for equal as well as for unequal force constants. -/
theorem explicit_crossing {a b dG : ℝ} (hb : 0 < b) (hD : 0 ≤ crossingDisc a b dG) :
    reactant a ((b + dG) / (b + √(crossingDisc a b dG)))
      = product b dG ((b + dG) / (b + √(crossingDisc a b dG))) := by
  have hs := Real.sq_sqrt hD
  have hs0 := Real.sqrt_nonneg (crossingDisc a b dG)
  generalize √(crossingDisc a b dG) = s at hs hs0 ⊢
  have hne : b + s ≠ 0 := by positivity
  have hx : (b + dG) / (b + s) * (b + s) = b + dG := div_mul_cancel₀ _ hne
  generalize (b + dG) / (b + s) = x at hx ⊢
  unfold crossingDisc at hs
  -- the crossing point solves a linear equation once the square root is known
  have h1 : (a - b) * x = s - b :=
    mul_right_cancel₀ hne (by linear_combination (a - b) * hx - hs)
  unfold reactant product
  linear_combination x * h1 + hx
```

## (c) The criterion for a common point

Let b > 0. Show that

R(x) = P(x) for some real x ⇔ a b + (a − b) dG ≥ 0.

If the curves meet at x, the left side of (a) vanishes, so D = ((a − b)x + b)² ≥ 0. Conversely, if D ≥ 0, part (b) supplies a point.

Lean expresses the meeting as `∃ x : ℝ, reactant a x = product b dG x`, which counts touching as well as true crossing. The theorem does not need a > 0; the physical case of two stable wells is contained in it. For a = b > 0 the condition reads b² ≥ 0, so equal parabolas always meet.

```lean
/-- Crossing criterion: for a product force constant `b > 0` and any real `a` and `dG`, the
diabatic curves meet at some real `x` if and only if `a b + (a - b) dG ≥ 0`. -/
theorem curves_cross_iff {a b dG : ℝ} (hb : 0 < b) :
    (∃ x : ℝ, reactant a x = product b dG x) ↔ 0 ≤ a * b + (a - b) * dG := by
  constructor
  · rintro ⟨x, hx⟩
    -- at a crossing the discriminant is a square
    have h := gap_identity a b dG x
    rw [hx, sub_self, mul_zero] at h
    unfold crossingDisc at h
    linarith [sq_nonneg ((a - b) * x + b)]
  · intro hD
    exact ⟨_, explicit_crossing hb hD⟩
```

## (d) All crossings for unequal force constants

Let a ≠ b and D ≥ 0. Show that R(x) = P(x) holds exactly for

x = (−b + √D)/(a − b) or x = (−b − √D)/(a − b).

Since a − b ≠ 0, the gap vanishes exactly when the right side of (a) does, that is, when ((a − b)x + b)² = (√D)². Hence (a − b)x + b = ±√D, and solving for x gives the two values.

The lemma `sq_eq_sq_iff_eq_or_eq_neg` takes the root. For the converse, each value makes the product in (a) zero, and the nonzero factor a − b is cancelled.

```lean
/-- For unequal force constants and a nonnegative discriminant `D`, the curves meet exactly
at the points `(-b + √D) / (a - b)` and `(-b - √D) / (a - b)`. -/
theorem crossing_points {a b dG : ℝ} (hab : a ≠ b) (hD : 0 ≤ crossingDisc a b dG) (x : ℝ) :
    reactant a x = product b dG x ↔
      x = (-b + √(crossingDisc a b dG)) / (a - b) ∨
      x = (-b - √(crossingDisc a b dG)) / (a - b) := by
  have hne : a - b ≠ 0 := sub_ne_zero.2 hab
  have hs := Real.sq_sqrt hD
  have hg := gap_identity a b dG x
  rw [eq_div_iff hne, eq_div_iff hne]
  constructor
  · intro h
    rw [h, sub_self, mul_zero] at hg
    have h2 : ((a - b) * x + b) ^ 2 = √(crossingDisc a b dG) ^ 2 := by linarith
    rcases sq_eq_sq_iff_eq_or_eq_neg.1 h2 with h3 | h3
    · left
      linarith
    · right
      linarith
  · intro h
    have h0 : (a - b) * (reactant a x - product b dG x) = 0 := by
      rcases h with h | h
      · linear_combination hg + ((a - b) * x + b + √(crossingDisc a b dG)) * h + hs
      · linear_combination hg + ((a - b) * x + b - √(crossingDisc a b dG)) * h + hs
    exact sub_eq_zero.1 ((mul_eq_zero.1 h0).resolve_left hne)
```

## (e) The single point of contact

Let a ≠ b and D = 0. Show that R(x) = P(x) holds exactly for

x = b/(b − a).

Now (a) reads (a − b)(R(x) − P(x)) = ((a − b)x + b)². The gap vanishes exactly when (a − b)x + b = 0, which is the stated value. The gap does not change sign there, so the curves touch. The Lean proof follows the same route, with `pow_eq_zero_iff` removing the square.

```lean
/-- For unequal force constants and vanishing discriminant, the curves have exactly one
common point, `x = b / (b - a)`. -/
theorem single_contact {a b dG : ℝ} (hab : a ≠ b) (hD : crossingDisc a b dG = 0) (x : ℝ) :
    reactant a x = product b dG x ↔ x = b / (b - a) := by
  have hne : a - b ≠ 0 := sub_ne_zero.2 hab
  have hne' : b - a ≠ 0 := sub_ne_zero.2 hab.symm
  have hg := gap_identity a b dG x
  rw [hD, sub_zero] at hg
  rw [eq_div_iff hne']
  constructor
  · intro h
    rw [h, sub_self, mul_zero] at hg
    have h2 : (a - b) * x + b = 0 := pow_eq_zero_iff (two_ne_zero) |>.1 hg.symm
    linarith
  · intro h
    have h0 : (a - b) * (reactant a x - product b dG x) = 0 := by
      linear_combination hg - ((a - b) * x + b) * h
    exact sub_eq_zero.1 ((mul_eq_zero.1 h0).resolve_left hne)
```

## (f) Upper limit on dG for a stiffer product

Let b > 0 and a < b. Show that the curves meet if and only if

dG ≤ a b/(b − a).

By (c) the condition is a b − (b − a) dG ≥ 0. Dividing by b − a > 0 gives the bound. In Lean, `le_div_iff₀` clears the positive denominator and `nlinarith` rearranges the terms.

```lean
/-- If `b > 0` and the product is stiffer than the reactant, the curves meet exactly when the
reaction energy `dG` does not exceed `a b / (b - a)`. -/
theorem cross_iff_of_stiffer_product {a b dG : ℝ} (hb : 0 < b) (hab : a < b) :
    (∃ x : ℝ, reactant a x = product b dG x) ↔ dG ≤ a * b / (b - a) := by
  rw [curves_cross_iff hb, le_div_iff₀ (sub_pos.2 hab)]
  constructor <;> intro h <;> nlinarith
```

## (g) Lower limit on dG for a softer product

Let b > 0 and b < a. Show that the curves meet if and only if

dG ≥ −a b/(a − b).

Here (c) gives (a − b) dG ≥ −a b, and now a − b > 0 is the divisor. The proof is the same with `div_le_iff₀`.

```lean
/-- If `b > 0` and the product is softer than the reactant, the curves meet exactly when the
reaction energy `dG` is at least `-a b / (a - b)`. -/
theorem cross_iff_of_softer_product {a b dG : ℝ} (hb : 0 < b) (hab : b < a) :
    (∃ x : ℝ, reactant a x = product b dG x) ↔ -(a * b) / (a - b) ≤ dG := by
  rw [curves_cross_iff hb, div_le_iff₀ (sub_pos.2 hab)]
  constructor <;> intro h <;> nlinarith
```

## (h) A product curve that lies above everywhere

Let b > 0 and a < b. Show that

R(x) < P(x) for every real x ⇔ D < 0.

If the strict inequality holds everywhere, D ≥ 0 is impossible, because (b) would give a point of equality. If D < 0, the right side of (a) is at least −D > 0. Since a − b < 0, the gap R(x) − P(x) must be negative. Lean argues this second direction by contradiction: a nonnegative gap would make the left side of (a) nonpositive.

```lean
/-- If `b > 0` and the product is stiffer than the reactant, its curve lies strictly above the
reactant curve everywhere exactly when the crossing discriminant is negative. -/
theorem product_above_iff {a b dG : ℝ} (hb : 0 < b) (hab : a < b) :
    (∀ x : ℝ, reactant a x < product b dG x) ↔ crossingDisc a b dG < 0 := by
  constructor
  · intro h
    by_contra hD
    exact absurd (explicit_crossing hb (not_lt.1 hD)) (ne_of_lt (h _))
  · intro hD x
    by_contra hx
    -- a nonnegative gap times a negative stiffness difference cannot be positive
    have h1 : (a - b) * (reactant a x - product b dG x) ≤ 0 :=
      mul_nonpos_of_nonpos_of_nonneg (by linarith) (by linarith [not_lt.1 hx])
    linarith [gap_identity a b dG x, sq_nonneg ((a - b) * x + b)]
```

## (i) Two parabolas that never meet

Show that for every real x

x² ≠ 2(x − 1)² + 3.

With a = 1, b = 2 and dG = 3, D = 2 − 3 = −1, so (c) already excludes a common point. Directly,

2(x − 1)² + 3 − x² = x² − 4x + 5 = (x − 2)² + 1 > 0.

The Lean proof takes the direct way: `nlinarith` receives the square (x − 2)² as its hint.

```lean
/-- The curves `x²` and `2 (x - 1)² + 3` have no common point. -/
theorem never_cross_example (x : ℝ) : x ^ 2 ≠ 2 * (x - 1) ^ 2 + 3 := by
  intro h
  nlinarith [sq_nonneg (x - 2)]

end

end AsymmetricMarcusCrossing
```

```lean
#print axioms AsymmetricMarcusCrossing.cross_iff_of_stiffer_product
-- 'AsymmetricMarcusCrossing.cross_iff_of_stiffer_product' depends on axioms: [propext, Classical.choice, Quot.sound]
#print axioms AsymmetricMarcusCrossing.cross_iff_of_softer_product
-- 'AsymmetricMarcusCrossing.cross_iff_of_softer_product' depends on axioms: [propext, Classical.choice, Quot.sound]
#print axioms AsymmetricMarcusCrossing.product_above_iff
-- 'AsymmetricMarcusCrossing.product_above_iff' depends on axioms: [propext, Classical.choice, Quot.sound]
#print axioms AsymmetricMarcusCrossing.never_cross_example
-- 'AsymmetricMarcusCrossing.never_cross_example' depends on axioms: [propext, Classical.choice, Quot.sound]
```
